# The projector (1 + F)/2 commutes with the Ising Hamiltonian exactly when every longitudinal field is zero

## Does a staggered field that sums to zero keep the parity sectors?

I have N spins 1/2 with Pauli matrices X_i and Z_i. F is the product of all X_i, P = (1 + F)/2 projects onto the states that are even under flipping every spin, and the Hamiltonian is

H = ∑ J_ij Z_i Z_j + ∑ h_i X_i + ∑ b_i Z_i.

Without the longitudinal fields b_i, I diagonalise the even and odd sectors separately. Now I want to add a staggered field, +g on one sublattice and −g on the other, so that ∑ b_i = 0. Could the contributions cancel and leave the sectors uncoupled, perhaps for special J and h? And could H preserve the even sector even though it fails to commute with P?

## No: any nonzero b_i couples the even sector to the odd one

Write a state as an amplitude ψ(s) on spin configurations s. Let σ_i(s) be +1 if spin i is up and −1 if it is down, and let s̄ be s with every spin reversed. Then Z_i multiplies ψ(s) by σ_i(s), X_i flips spin i in the argument of ψ, and applying all the flips gives

(Fψ)(s) = ψ(s̄).

Reversing twice does nothing, so F² = 1. Flips commute, so F X_i = X_i F. For Z_i,

(F Z_i ψ)(s) = σ_i(s̄) ψ(s̄) = −σ_i(s) ψ(s̄) = −(Z_i F ψ)(s),

hence F Z_i = −Z_i F. In Z_i Z_j the two signs cancel. Moving F through H therefore reverses only the longitudinal field. With B = ∑ b_i Z_i,

F H = (H − 2B) F.

From F² = 1 we get P² = (1 + 2F + F²)/4 = P, and 1 − P = (1 − F)/2. The part of H that leads out of the even sector is

(1 − P) H P = (H + HF − FH − FHF)/4.

Insert FH = HF − 2BF and FHF = (H − 2B)F² = H − 2B:

(1 − P) H P = (2BF + 2B)/4 = B P.

J and h have dropped out, so no choice of them can compensate the field.

Suppose now that B P = 0. The uniform state u(s) = 1 is even, so P u = u and B u = 0, which says

∑ b_i σ_i(s) = 0 for every configuration s.

Subtract this equation for the configuration with only spin i down from the one for all spins up. What remains is 2 b_i = 0. Your staggered field satisfies the equation for all spins up, but for g ≠ 0 it violates the one with only spin i down. With the normalised uniform state 2^(−N/2) u, the component sent into the odd sector has norm √(∑ |b_i|²), in which opposite signs don't cancel.

It remains to connect this with the commutator. If P H = H P, then (1 − P) H P = (1 − P) P H = 0, so every b_i vanishes. Conversely, if every b_i is zero, then F H = H F, and P commutes with H as well. Preserving the even sector and commuting with P are thus the same condition for this H.

### The statement in Lean

A configuration is a function `Fin N → Bool`, with `false` for up and `true` for down, and `Op N` is the type of linear operators on complex amplitudes over configurations. Multiplication in `Op N` is composition. The function `spin` returns the eigenvalue ±1 of Z, not ±1/2, and `parity` means the global spin flip F, not spatial inversion. The transverse field is `h` and the longitudinal field is `b`; many texts use h for the latter.

The theorem `evenProjector_commute_iff` says that, for every N and all complex J, h and b, `Commute (evenProjector N) (hamiltonian J h b)` holds if and only if `∀ i, b i = 0`. The theorem `even_sector_invariant_iff` gives the same criterion for (1 − P) H P = 0. Real couplings give the usual Hermitian Hamiltonian, but the proof doesn't need Hermiticity.

The coupling sum runs over all ordered pairs. To count each bond once, set J_ij to zero unless i < j; diagonal terms J_ii only add a constant. All terms carry plus signs, so a convention with −J or −h is obtained by changing the signs of the coefficients.

The state space carries no inner product here, and `evenProjector_idem` establishes only P² = P. The number of spins is finite, so spontaneous symmetry breaking in the thermodynamic limit is a separate matter. The step to a real magnet or quantum simulator is the assumption that its effective Hamiltonian has exactly this form.

```lean
import Mathlib

open Finset

namespace IsingSpinFlipParity

noncomputable section

variable {N : ℕ}

/-- Linear operators on the state space of `N` spins 1/2, a state being a complex amplitude
for each configuration (`false` is spin up, `true` is spin down). -/
abbrev Op (N : ℕ) := Module.End ℂ ((Fin N → Bool) → ℂ)

/-- The eigenvalue of the Pauli matrix `Z` on a basis state: `1` for up, `-1` for down. -/
def spin (s : Bool) : ℂ := if s then -1 else 1

/-- The Pauli operator `X_i`, which flips the spin at site `i`. -/
def pauliX (i : Fin N) : Op N where
  toFun ψ := fun s => ψ (Function.update s i (!s i))
  map_add' _ _ := rfl
  map_smul' _ _ := rfl

/-- The Pauli operator `Z_i`, which multiplies each amplitude by the sign of the spin at `i`. -/
def pauliZ (i : Fin N) : Op N where
  toFun ψ := fun s => spin (s i) * ψ s
  map_add' ψ φ := by
    funext s
    change spin (s i) * (ψ s + φ s) = spin (s i) * ψ s + spin (s i) * φ s
    ring
  map_smul' c ψ := by
    funext s
    change spin (s i) * (c * ψ s) = c * (spin (s i) * ψ s)
    ring

/-- The spin-flip parity `F`, the product of `X_i` over all sites. -/
def parity (N : ℕ) : Op N := ((List.finRange N).map pauliX).prod

/-- The operator `P = (1 + F)/2`. -/
def evenProjector (N : ℕ) : Op N := (1 / 2 : ℂ) • (1 + parity N)

/-- The longitudinal field term `∑ b_i Z_i`. -/
def longitudinal (b : Fin N → ℂ) : Op N := ∑ i, b i • pauliZ i

/-- The Ising Hamiltonian `∑ J_ij Z_i Z_j + ∑ h_i X_i + ∑ b_i Z_i`, with the first sum over
all ordered pairs of sites. -/
def hamiltonian (J : Fin N → Fin N → ℂ) (h b : Fin N → ℂ) : Op N :=
  (∑ i, ∑ j, J i j • (pauliZ i * pauliZ j)) + (∑ i, h i • pauliX i) + longitudinal b

/-- The parity operator reverses every spin of the configuration. -/
theorem parity_apply (ψ : (Fin N → Bool) → ℂ) (s : Fin N → Bool) :
    parity N ψ s = ψ (fun j => !s j) := by
  -- a product of `X_i` over distinct sites flips exactly those sites
  have key : ∀ l : List (Fin N), l.Nodup → ∀ s : Fin N → Bool,
      (l.map pauliX).prod ψ s = ψ (fun j => if j ∈ l then !s j else s j) := by
    intro l
    induction l with
    | nil => intro _ s; simp
    | cons a l ih =>
      intro hl s
      obtain ⟨ha, hl'⟩ := List.nodup_cons.mp hl
      rw [List.map_cons, List.prod_cons, Module.End.mul_apply]
      change (l.map pauliX).prod ψ (Function.update s a (!s a)) = _
      rw [ih hl']
      refine congrArg ψ (funext fun j => ?_)
      by_cases h : j = a
      · subst h
        simp [ha]
      · simp [h]
  unfold parity
  rw [key _ (List.nodup_finRange N) s]
  simp

/-- Flipping all spins twice does nothing: `F² = 1`. -/
theorem parity_sq : parity N * parity N = 1 := by
  refine LinearMap.ext fun ψ => funext fun s => ?_
  rw [Module.End.mul_apply, parity_apply, parity_apply]
  simp

/-- The parity commutes with every `X_i`. -/
theorem parity_mul_pauliX (i : Fin N) : parity N * pauliX i = pauliX i * parity N := by
  refine LinearMap.ext fun ψ => funext fun s => ?_
  rw [Module.End.mul_apply, Module.End.mul_apply, parity_apply]
  change ψ (Function.update (fun j => !s j) i (!!s i)) =
    parity N ψ (Function.update s i (!s i))
  rw [parity_apply]
  refine congrArg ψ (funext fun j => ?_)
  by_cases h : j = i
  · subst h
    simp
  · simp [h]

/-- The parity anticommutes with every `Z_i`. -/
theorem parity_mul_pauliZ (i : Fin N) : parity N * pauliZ i = -(pauliZ i * parity N) := by
  refine LinearMap.ext fun ψ => funext fun s => ?_
  rw [LinearMap.neg_apply, Module.End.mul_apply, Module.End.mul_apply, Pi.neg_apply,
    parity_apply]
  change spin (!s i) * ψ (fun j => !s j) = -(spin (s i) * parity N ψ s)
  rw [parity_apply]
  cases h : s i <;> simp [spin]

/-- Moving the parity through the Hamiltonian reverses the longitudinal field:
`F H(b) = H(-b) F`. -/
theorem parity_mul_hamiltonian (J : Fin N → Fin N → ℂ) (h b : Fin N → ℂ) :
    parity N * hamiltonian J h b = hamiltonian J h (-b) * parity N := by
  -- the two signs from `Z_i` and `Z_j` cancel
  have hZZ : ∀ i j : Fin N,
      parity N * (pauliZ i * pauliZ j) = pauliZ i * pauliZ j * parity N := by
    intro i j
    refine LinearMap.ext fun ψ => funext fun s => ?_
    change parity N (pauliZ i (pauliZ j ψ)) s = spin (s i) * (spin (s j) * parity N ψ s)
    rw [parity_apply, parity_apply]
    change spin (!s i) * (spin (!s j) * ψ (fun k => !s k)) =
      spin (s i) * (spin (s j) * ψ (fun k => !s k))
    cases hi : s i <;> cases hj : s j <;> simp [spin]
  -- the single sign from `Z_i` is absorbed into the field
  have hZ : ∀ i : Fin N,
      b i • (parity N * pauliZ i) = (-b i) • (pauliZ i * parity N) := by
    intro i
    rw [parity_mul_pauliZ]
    module
  simp only [hamiltonian, longitudinal, mul_add, add_mul, Finset.mul_sum, Finset.sum_mul,
    mul_smul_comm, smul_mul_assoc, hZZ, parity_mul_pauliX, hZ, Pi.neg_apply]

/-- The longitudinal term is diagonal, with the entry `∑ b_i spin (s_i)` at the configuration `s`.
-/
theorem longitudinal_apply (b : Fin N → ℂ) (ψ : (Fin N → Bool) → ℂ) (s : Fin N → Bool) :
    longitudinal b ψ s = (∑ i, b i * spin (s i)) * ψ s := by
  rw [longitudinal, LinearMap.sum_apply, Finset.sum_apply, Finset.sum_mul]
  refine Finset.sum_congr rfl fun i _ => ?_
  change b i * (spin (s i) * ψ s) = b i * spin (s i) * ψ s
  ring

/-- The operator `P = (1 + F)/2` is idempotent. -/
theorem evenProjector_idem : evenProjector N * evenProjector N = evenProjector N := by
  have e : (1 + parity N) * (1 + parity N) = (2 : ℂ) • (1 + parity N) := by
    have e' : (1 + parity N) * (1 + parity N)
        = 1 + parity N + parity N + parity N * parity N := by noncomm_ring
    rw [e', parity_sq]
    module
  simp only [evenProjector, smul_mul_assoc, mul_smul_comm, e]
  module

/-- The part of the Hamiltonian that leads out of the even sector is the longitudinal field
term acting on that sector: `(1 - P) H P = (∑ b_i Z_i) P`. -/
theorem leakage (J : Fin N → Fin N → ℂ) (h b : Fin N → ℂ) :
    (1 - evenProjector N) * hamiltonian J h b * evenProjector N
      = longitudinal b * evenProjector N := by
  have hl : longitudinal (-b) = -longitudinal b := by
    refine LinearMap.ext fun ψ => funext fun s => ?_
    rw [LinearMap.neg_apply, Pi.neg_apply, longitudinal_apply, longitudinal_apply]
    simp only [Pi.neg_apply, neg_mul, Finset.sum_neg_distrib]
  have h2 : hamiltonian J h (-b) = hamiltonian J h b - (2 : ℂ) • longitudinal b := by
    unfold hamiltonian
    rw [hl]
    module
  have e : (1 - parity N) * hamiltonian J h b * (1 + parity N)
      = (2 : ℂ) • (longitudinal b * (1 + parity N)) := by
    have e' : (1 - parity N) * hamiltonian J h b * (1 + parity N)
        = hamiltonian J h b + hamiltonian J h b * parity N - parity N * hamiltonian J h b
          - parity N * hamiltonian J h b * parity N := by
      simp only [sub_mul, mul_add, one_mul, mul_one]
      module
    rw [e', parity_mul_hamiltonian, mul_assoc _ (parity N) (parity N), parity_sq, mul_one, h2]
    simp only [sub_mul, smul_mul_assoc, mul_add, mul_one]
    module
  have hQ : 1 - (1 / 2 : ℂ) • (1 + parity N) = (1 / 2 : ℂ) • (1 - parity N) := by module
  unfold evenProjector
  rw [hQ]
  simp only [smul_mul_assoc, mul_smul_comm, e]
  module

/-- The Hamiltonian maps the even sector into itself if and only if every longitudinal field
is zero. -/
theorem even_sector_invariant_iff (J : Fin N → Fin N → ℂ) (h b : Fin N → ℂ) :
    (1 - evenProjector N) * hamiltonian J h b * evenProjector N = 0 ↔ ∀ i, b i = 0 := by
  rw [leakage]
  constructor
  · intro hz i
    -- test on the uniform state, which is even
    have key : ∀ s : Fin N → Bool, ∑ j, b j * spin (s j) = 0 := by
      intro s
      have hs := congrFun (LinearMap.congr_fun hz (fun _ => (1 : ℂ))) s
      have hP : evenProjector N (fun _ => (1 : ℂ)) s = 1 := by
        change (1 / 2 : ℂ) * (1 + parity N (fun _ => (1 : ℂ)) s) = 1
        rw [parity_apply]
        norm_num
      rw [Module.End.mul_apply, longitudinal_apply, hP, mul_one] at hs
      exact hs
    -- compare all spins up with the single flip at site `i`
    have h0 : ∑ j, b j * spin false = 0 := key fun _ => false
    have h1 : ∑ j, b j * spin (decide (j = i)) = 0 := key fun j => decide (j = i)
    have hd : ∑ j, b j * spin false - ∑ j, b j * spin (decide (j = i)) = 2 * b i := by
      rw [← Finset.sum_sub_distrib, Finset.sum_eq_single i]
      · simp [spin, two_mul]
      · intro j _ hj
        simp [spin, hj]
      · simp
    linear_combination (h0 - h1 - hd) / 2
  · intro hb
    simp [longitudinal, hb]

/-- The projector `(1 + F)/2` commutes with the Ising Hamiltonian if and only if every
longitudinal field `b_i` is zero. -/
theorem evenProjector_commute_iff (J : Fin N → Fin N → ℂ) (h b : Fin N → ℂ) :
    Commute (evenProjector N) (hamiltonian J h b) ↔ ∀ i, b i = 0 := by
  constructor
  · intro hc
    -- a commuting projector leaves no leakage
    apply (even_sector_invariant_iff J h b).mp
    rw [mul_assoc, ← hc.eq, ← mul_assoc, sub_mul, one_mul, evenProjector_idem, sub_self,
      zero_mul]
  · intro hb
    have hneg : -b = b := by
      funext i
      simp [hb]
    have hF : parity N * hamiltonian J h b = hamiltonian J h b * parity N := by
      rw [parity_mul_hamiltonian, hneg]
    change evenProjector N * hamiltonian J h b = hamiltonian J h b * evenProjector N
    unfold evenProjector
    rw [smul_mul_assoc, mul_smul_comm, add_mul, mul_add, one_mul, mul_one, hF]

end

end IsingSpinFlipParity
```

```lean
#print axioms IsingSpinFlipParity.evenProjector_commute_iff
```

```
'IsingSpinFlipParity.evenProjector_commute_iff' depends on axioms: [propext, Classical.choice, Quot.sound]
```

### From single flips to the commutator

`parity_apply` establishes that F reverses every spin. It proves by induction that a product of X_i over a list of distinct sites flips exactly the sites in that list. Distinctness matters because a repeated site would be flipped back. Applying this to the list of all sites gives the formula for F.

`parity_sq`, `parity_mul_pauliX` and `parity_mul_pauliZ` then compare both sides on an arbitrary amplitude and configuration, as in the calculation above. In `parity_mul_hamiltonian`, the local facts `hZZ` and `hZ` record the cancelling pair of signs and the single surviving sign; distributing F over the sums gives F H(b) = H(−b) F.

`leakage` is the expansion of (1 − P) H P. Its fact `h2` is H(−b) = H(b) − 2B, and `e` is the identity (1 − F) H (1 + F) = 2B(1 + F). The tactic `module` collects the operator terms with their scalar coefficients, while the order of the products is respected.

In `even_sector_invariant_iff`, the operator equation is evaluated on the constant amplitude 1, the unnormalised uniform state. This gives `key`, the vanishing of ∑ b_j σ_j(s) for every s. The facts `h0` and `h1` are its two instances, all spins up and only spin i down, and `hd` computes their difference as 2 b_i. The final `linear_combination` solves for b_i.

For the forward direction, `evenProjector_commute_iff` uses idempotence to turn commutation into zero leakage. For the converse, b = 0 gives −b = b, so `parity_mul_hamiltonian` becomes F H = H F.

### The two blocks in exact diagonalisation

For a finite Ising model with N ≥ 1, pair each configuration with its reversal and use the normalised states

|s,±⟩ = (|s⟩ ± |s̄⟩)/√2.

Keeping one configuration from each pair, say the one with the first spin up, leaves 2^(N−1) basis states in each sector. The Z_i Z_j terms are diagonal in this basis. The term h_i X_i takes |s,±⟩ to h_i times the state built from the configuration with spin i flipped; if that isn't the chosen member of its pair, replacing it by its reversal adds a minus sign in the odd sector only. When b = 0, the two blocks can be diagonalised independently.

The longitudinal term acts as

B |s,+⟩ = (∑ b_i σ_i(s)) |s,−⟩,

because σ_i changes sign between s and s̄. For two spins with b = (g, −g), this coupling is 0 for the pair ↑↑, ↓↓, but 2g for s = ↑↓. The staggered field therefore mixes the blocks through the antiferromagnetic configurations, and for g ≠ 0 the full four-dimensional matrix no longer splits into these two parity blocks.
